# Fourth power of the transition dipole over twice the gap for a one-electron, two-site polar bond

The theorem `londonC6_eq` concerns one electron on two sites a distance `a` apart, with site energies `d` and `-d`, hopping `t`, and a position operator diagonal in the sites. For real normalised eigenvectors `g` and `e` with energies `Eg < Ee`, it states that the fourth power of their transition dipole, divided by twice the gap, equals a⁴t⁴ / (64 (t² + d²)^(5/2)). This quotient is the file's London C6 measure for two equal bonds. The proof inserts the energies ∓√(t² + d²) and the known squared dipole, and uses an auxiliary step `hp` to turn the power 5/2 into the fifth power of a square root.

The failing Lean file:

```lean
import Mathlib

open Matrix

namespace LondonC6Eq

noncomputable section

/-- Hamiltonian of one electron on two sites with energies `d` and `-d` and hopping `t`. -/
def bondH (t d : ℝ) : Matrix (Fin 2) (Fin 2) ℝ := !![d, -t; -t, -d]

/-- Position operator along a bond of length `a`, measured from the bond centre. -/
def position (a : ℝ) : Matrix (Fin 2) (Fin 2) ℝ := !![a / 2, 0; 0, -(a / 2)]

/-- `g` and `e` are real normalised eigenvectors of the bond Hamiltonian, with energies
`Eg < Ee`. -/
structure IsBondStates (t d Eg Ee : ℝ) (g e : Fin 2 → ℝ) : Prop where
  ground : bondH t d *ᵥ g = Eg • g
  excited : bondH t d *ᵥ e = Ee • e
  norm_g : g ⬝ᵥ g = 1
  norm_e : e ⬝ᵥ e = 1
  gap_pos : Eg < Ee

/-- Matrix element of the position operator between the states `g` and `e`. -/
def transitionDipole (a : ℝ) (g e : Fin 2 → ℝ) : ℝ := g ⬝ᵥ (position a *ᵥ e)

/-- London's C6 measure for two equal bonds: the fourth power of the transition dipole over
twice the gap, for `Eg < Ee`. -/
def londonC6 (a Eg Ee : ℝ) (g e : Fin 2 → ℝ) : ℝ :=
  transitionDipole a g e ^ 4 / (2 * (Ee - Eg))

/-- The closed expression in bond length, hopping and site energy, for `t` and `d` not both
zero. -/
def c6 (a t d : ℝ) : ℝ := a ^ 4 * t ^ 4 / (64 * (t ^ 2 + d ^ 2) ^ (5 / 2 : ℝ))

/-- The eigenvalue equation of the bond, written out on the two sites. -/
theorem eigen_iff (t d E : ℝ) (v : Fin 2 → ℝ) : bondH t d *ᵥ v = E • v ↔
    d * v 0 - t * v 1 = E * v 0 ∧ -t * v 0 - d * v 1 = E * v 1 := by
  have h0 : (bondH t d *ᵥ v) 0 = d * v 0 - t * v 1 := by
    simp [bondH, Matrix.mulVec, dotProduct, Fin.sum_univ_two, sub_eq_add_neg]
  have h1 : (bondH t d *ᵥ v) 1 = -t * v 0 - d * v 1 := by
    simp [bondH, Matrix.mulVec, dotProduct, Fin.sum_univ_two, sub_eq_add_neg]
  rw [funext_iff, Fin.forall_fin_two]
  simp only [h0, h1, Pi.smul_apply, smul_eq_mul]

/-- A normalised eigenvector of the bond has an energy whose square is `t² + d²`. -/
theorem energy_sq {t d E : ℝ} {v : Fin 2 → ℝ} (h : bondH t d *ᵥ v = E • v)
    (n : v ⬝ᵥ v = 1) : E ^ 2 = t ^ 2 + d ^ 2 := by
  obtain ⟨A, B⟩ := (eigen_iff _ _ _ _).1 h
  rw [dotProduct, Fin.sum_univ_two] at n
  linear_combination (-(d * v 0 - t * v 1 + E * v 0)) * A
    - (-t * v 0 - d * v 1 + E * v 1) * B - (E ^ 2 - t ^ 2 - d ^ 2) * n

/-- The ground and excited energies are minus and plus `√(t² + d²)`. -/
theorem energies {t d Eg Ee : ℝ} {g e : Fin 2 → ℝ} (h : IsBondStates t d Eg Ee g e) :
    Eg = -Real.sqrt (t ^ 2 + d ^ 2) ∧ Ee = Real.sqrt (t ^ 2 + d ^ 2) := by
  have h1 := energy_sq h.ground h.norm_g
  have h2 := energy_sq h.excited h.norm_e
  have hgap := h.gap_pos
  have h3 : (Ee - Eg) * (Ee + Eg) = 0 := by linear_combination h2 - h1
  have h4 : Ee + Eg = 0 := (mul_eq_zero.1 h3).resolve_left (by linarith)
  have h5 : Real.sqrt (t ^ 2 + d ^ 2) = Ee := by
    rw [← h2, Real.sqrt_sq (by linarith)]
  constructor <;> linarith

/-- The squared transition dipole of the bond is `a² t² / (4 (t² + d²))`. -/
theorem dipole_sq (a : ℝ) {t d Eg Ee : ℝ} {g e : Fin 2 → ℝ}
    (h : IsBondStates t d Eg Ee g e) :
    transitionDipole a g e ^ 2 = a ^ 2 * t ^ 2 / (4 * (t ^ 2 + d ^ 2)) := by
  obtain ⟨A, B⟩ := (eigen_iff _ _ _ _).1 h.ground
  obtain ⟨C, D⟩ := (eigen_iff _ _ _ _).1 h.excited
  have ng := h.norm_g
  have ne := h.norm_e
  have hgap := h.gap_pos
  obtain ⟨hg, he⟩ := energies h
  have hS : 0 < t ^ 2 + d ^ 2 := Real.sqrt_pos.1 (by linarith)
  rw [dotProduct, Fin.sum_univ_two] at ng ne
  -- states of different energy are orthogonal
  have o : (Ee - Eg) * (g 0 * e 0 + g 1 * e 1) = 0 := by
    linear_combination e 0 * A + e 1 * B - g 0 * C - g 1 * D
  have P := (mul_eq_zero.1 o).resolve_left (by linarith)
  -- the Hamiltonian has no matrix element between them
  have K : d * (g 0 * e 0 - g 1 * e 1) - t * (g 0 * e 1 + g 1 * e 0) = 0 := by
    linear_combination g 0 * C + g 1 * D + Ee * P
  have s : (g 0 * e 0 - g 1 * e 1) ^ 2 * (t ^ 2 + d ^ 2) = t ^ 2 := by
    linear_combination (d * (g 0 * e 0 - g 1 * e 1) + t * (g 0 * e 1 + g 1 * e 0)) * K
      + t ^ 2 * (e 0 * e 0 + e 1 * e 1) * ng + t ^ 2 * ne
  have m : transitionDipole a g e = a / 2 * (g 0 * e 0 - g 1 * e 1) := by
    simp [transitionDipole, position, Matrix.mulVec, dotProduct, Fin.sum_univ_two]
    ring
  rw [m, eq_div_iff (by positivity)]
  linear_combination a ^ 2 * s

/-- London's measure of the polar bond is `a⁴ t⁴ / (64 (t² + d²)^(5/2))`. -/
theorem londonC6_eq (a : ℝ) {t d Eg Ee : ℝ} {g e : Fin 2 → ℝ}
    (h : IsBondStates t d Eg Ee g e) : londonC6 a Eg Ee g e = c6 a t d := by
  obtain ⟨hg, he⟩ := energies h
  have hgap := h.gap_pos
  have hr : 0 < Real.sqrt (t ^ 2 + d ^ 2) := by linarith
  have hS : 0 ≤ t ^ 2 + d ^ 2 := by positivity
  have hs := Real.sq_sqrt hS
  have hp : (t ^ 2 + d ^ 2) ^ (5 / 2 : ℝ) = Real.sqrt (t ^ 2 + d ^ 2) ^ 5 := by
    rw [Real.sqrt_eq_rpow, ← Real.rpow_natCast, ← Real.rpow_mul hS]
    norm_num
  have m4 : transitionDipole a g e ^ 4 = (a ^ 2 * t ^ 2 / (4 * (t ^ 2 + d ^ 2))) ^ 2 := by
    rw [← dipole_sq a h]
    ring
  rw [londonC6, c6, m4, hp, hg, he]
  generalize Real.sqrt (t ^ 2 + d ^ 2) = r at hr hs ⊢
  have hd : 0 < 2 * (r - -r) := by linarith
  rw [← hs, div_pow, div_div, div_eq_div_iff (by positivity) (by positivity)]
  ring

end

end LondonC6Eq
```

The error:

```
Main.lean:103:48: error: Tactic `rewrite` failed: Did not find an occurrence of the pattern
  ((t ^ 2 + d ^ 2) ^ ?y) ^ ?z
in the target expression
  (t ^ ↑2 + d ^ 2) ^ (5 / 2) = ((t ^ ↑2 + d ^ 2) ^ (1 / 2)) ^ 5

a t d Eg Ee : ℝ
g e : Fin 2 → ℝ
h : IsBondStates t d Eg Ee g e
hg : Eg = -√(t ^ 2 + d ^ 2)
he : Ee = √(t ^ 2 + d ^ 2)
hgap : Eg < Ee
hr : 0 < √(t ^ 2 + d ^ 2)
hS : 0 ≤ t ^ 2 + d ^ 2
hs : √(t ^ 2 + d ^ 2) ^ 2 = t ^ 2 + d ^ 2
⊢ (t ^ ↑2 + d ^ 2) ^ (5 / 2) = ((t ^ ↑2 + d ^ 2) ^ (1 / 2)) ^ 5
```

What went wrong. The error is in `hp`. The rewrite `← Real.rpow_natCast` turns a natural-number power into a real power, and was meant for the outer fifth power. Given no arguments, it matched `t ^ 2` first and, with its variables fixed by that match, rewrote only `t ^ 2`, giving the `t ^ ↑2` seen in the message. The next rewrite, `← Real.rpow_mul hS`, looks for a real power of a real power of `t ^ 2 + d ^ 2`. It finds none, because the base now contains `t ^ ↑2` and the outer 5 is still a natural-number exponent.

The repair proves the identity first for an arbitrary non-negative real `x`, as `hpow`. There the fifth power is the only natural-number power in the goal, so `← Real.rpow_natCast` converts it as intended, `← Real.rpow_mul hx` merges the exponents, and `norm_num` finishes. Applying `hpow` to `t ^ 2 + d ^ 2` with `hS` then gives the same `hp` as before, so the rest of the proof is unchanged.

This version goes through:

```diff
@@ -100,7 +100,9 @@
   have hS : 0 ≤ t ^ 2 + d ^ 2 := by positivity
   have hs := Real.sq_sqrt hS
-  have hp : (t ^ 2 + d ^ 2) ^ (5 / 2 : ℝ) = Real.sqrt (t ^ 2 + d ^ 2) ^ 5 := by
-    rw [Real.sqrt_eq_rpow, ← Real.rpow_natCast, ← Real.rpow_mul hS]
+  have hpow : ∀ x : ℝ, 0 ≤ x → x ^ (5 / 2 : ℝ) = Real.sqrt x ^ 5 := by
+    intro x hx
+    rw [Real.sqrt_eq_rpow, ← Real.rpow_natCast, ← Real.rpow_mul hx]
     norm_num
+  have hp := hpow (t ^ 2 + d ^ 2) hS
   have m4 : transitionDipole a g e ^ 4 = (a ^ 2 * t ^ 2 / (4 * (t ^ 2 + d ^ 2))) ^ 2 := by
     rw [← dipole_sq a h]
```
